# Recoil shift and Doppler variance for a centred, isotropic ensemble of atomic momenta

A photoelectron leaving an atom carries momentum away, and the atom recoils. The atom was usually moving already, so the energy it takes up depends on its initial velocity relative to the direction of the kick. That energy is missing from the photoelectron, so the recoil displaces a core-level line and the spread of initial velocities broadens it. How large are the two effects?

Let the atom have mass M > 0 and momenta P_i in ℝ³, finitely many, with probabilities p_i. Photoemission removes a fixed momentum q, taking P_i to P_i − q. Write R = ‖q‖²/(2M) for the recoil energy and K for the mean initial kinetic energy. If the mean momentum is zero and the second moments are isotropic, the change of the atom's kinetic energy has mean R and variance (4/3)RK.

## Mean and variance of the energy change

Let ΔE_i be the energy change for initial momentum P_i. Expanding the square gives

ΔE_i = ‖P_i − q‖²/(2M) − ‖P_i‖²/(2M) = R − P_i·q/M.

The second term is the Doppler term. Because Σ_i p_i = 1 and Σ_i p_i P_i = 0, it averages to zero:

Σ_i p_i ΔE_i = R − (Σ_i p_i P_i)·q/M = R.

The deviation from the mean is therefore −P_i·q/M, and the variance is

Var(ΔE) = Σ_i p_i (P_i·q)² / M².

Isotropy of the second moments means that there is one constant s with

Σ_i p_i (P_i·u)² = s‖u‖² for every vector u.

Taking u to be each of the three unit axis vectors e_a and adding, we get

3s = Σ_i p_i ‖P_i‖² = 2MK, so s = 2MK/3.

With ‖q‖² = 2MR, the variance becomes

Var(ΔE) = s‖q‖²/M² = (2MK/3)(2MR)/M² = (4/3)RK.

The argument also runs backwards. If a centred ensemble obeys this variance law for every q, then

Σ_i p_i (P_i·q)² = M² · (4/3)RK = (2MK/3)‖q‖²,

which is isotropy with s = 2MK/3. The law for a single q ≠ 0 says only that the second moment along that direction is one third of the total Σ_i p_i ‖P_i‖², which does not imply isotropy.

## The atom and its energies in Lean

The development uses real numbers in any consistent system of units.

```lean
import Mathlib

noncomputable section

namespace RecoilDoppler
```

An ensemble bundles the mass, the probabilities and the momenta. The finite type `ι` labels the possible initial momenta, and `EuclideanSpace ℝ (Fin 3)` is ordinary momentum space with its Euclidean norm. Positivity of the mass is part of the structure.

```lean
/-- An atom of positive mass with finitely many possible momenta in three-dimensional space,
each occurring with a given probability. -/
structure AtomEnsemble (ι : Type*) [Fintype ι] where
  mass : ℝ
  mass_pos : 0 < mass
  prob : ι → ℝ
  prob_nonneg : ∀ i, 0 ≤ prob i
  prob_sum : ∑ i, prob i = 1
  momentum : ι → EuclideanSpace ℝ (Fin 3)
```

Means are weighted finite sums.

```lean
variable {ι : Type*} [Fintype ι]

/-- The ensemble mean of a quantity `f`. -/
def AtomEnsemble.mean (A : AtomEnsemble ι) (f : ι → ℝ) : ℝ :=
  ∑ i, A.prob i * f i
```

The variance is the mean squared deviation from the mean, for the full distribution and not for a sample drawn from it.

```lean
/-- The ensemble variance of a quantity `f`. -/
def AtomEnsemble.variance (A : AtomEnsemble ι) (f : ι → ℝ) : ℝ :=
  A.mean (fun i => (f i - A.mean f) ^ 2)
```

The kinetic energy is that of a free, nonrelativistic atom.

```lean
/-- The kinetic energy of the atom at momentum `P`. -/
def AtomEnsemble.kineticEnergy (A : AtomEnsemble ι) (P : EuclideanSpace ℝ (Fin 3)) : ℝ :=
  ‖P‖ ^ 2 / (2 * A.mass)
```

Averaging it over the initial momenta gives K, called `meanKinetic`.

```lean
/-- The mean initial kinetic energy `K`. -/
def AtomEnsemble.meanKinetic (A : AtomEnsemble ι) : ℝ :=
  A.mean (fun i => A.kineticEnergy (A.momentum i))
```

The recoil energy R is the kinetic energy that an atom initially at rest would acquire.

```lean
/-- The recoil energy `R = ‖q‖² / (2M)`. -/
def AtomEnsemble.recoilEnergy (A : AtomEnsemble ι) (q : EuclideanSpace ℝ (Fin 3)) : ℝ :=
  ‖q‖ ^ 2 / (2 * A.mass)
```

The energy change compares the atom after and before emission. The same mass appears in both terms, so the mass of the lost electron is neglected, and q does not depend on the initial momentum.

```lean
/-- The change of kinetic energy when photoemission takes the momentum from `P` to `P - q`. -/
def AtomEnsemble.energyChange (A : AtomEnsemble ι) (q : EuclideanSpace ℝ (Fin 3))
    (i : ι) : ℝ :=
  A.kineticEnergy (A.momentum i - q) - A.kineticEnergy (A.momentum i)
```

## Zero mean and isotropic second moments

`Centered` says that the atom has no average drift.

```lean
/-- The mean momentum vanishes. -/
def AtomEnsemble.Centered (A : AtomEnsemble ι) : Prop :=
  ∑ i, A.prob i • A.momentum i = 0
```

`Isotropic` is the relation with the constant s above, where `inner ℝ` is the dot product. It constrains second moments only; the distribution itself need not be invariant under rotations. Physically, the momentum spread is the same in all directions, as for a gas in equilibrium. Both properties are assumed of the ensemble, not derived from its dynamics.

```lean
/-- The second moment of the momentum along `u` is the same multiple of `‖u‖²` for every
vector `u`. -/
def AtomEnsemble.Isotropic (A : AtomEnsemble ι) : Prop :=
  ∃ s : ℝ, ∀ u : EuclideanSpace ℝ (Fin 3),
    A.mean (fun i => (inner ℝ (A.momentum i) u) ^ 2) = s * ‖u‖ ^ 2
```

## The recoil shift

The first theorem is the expansion of the square. `norm_sub_sq_real` expands ‖P_i − q‖², and `ring` cancels the initial kinetic energy.

```lean
/-- The energy change is the recoil energy minus the Doppler term `P · q / M`. -/
theorem energyChange_eq (A : AtomEnsemble ι) (q : EuclideanSpace ℝ (Fin 3)) (i : ι) :
    A.energyChange q i = A.recoilEnergy q - inner ℝ (A.momentum i) q / A.mass := by
  unfold AtomEnsemble.energyChange AtomEnsemble.kineticEnergy AtomEnsemble.recoilEnergy
  rw [norm_sub_sq_real]
  ring
```

For the mean, `h0` moves the weighted sum inside the dot product, where the zero mean momentum makes it vanish. The second calculation separates the constant R from the Doppler term and uses the normalisation of the probabilities. Isotropy is not needed here.

```lean
/-- Recoil shift: for zero mean momentum, the mean energy change is the recoil energy. -/
theorem mean_energyChange (A : AtomEnsemble ι) (h : A.Centered)
    (q : EuclideanSpace ℝ (Fin 3)) :
    A.mean (A.energyChange q) = A.recoilEnergy q := by
  have h' : ∑ i, A.prob i • A.momentum i = 0 := h
  -- the Doppler term averages to zero
  have h0 : ∑ i, A.prob i * inner ℝ (A.momentum i) q = 0 := by
    calc ∑ i, A.prob i * inner ℝ (A.momentum i) q
        = inner ℝ (∑ i, A.prob i • A.momentum i) q := by
          simp only [sum_inner, real_inner_smul_left]
      _ = 0 := by rw [h', inner_zero_left]
  calc A.mean (A.energyChange q)
      = (∑ i, A.prob i) * A.recoilEnergy q
          - (∑ i, A.prob i * inner ℝ (A.momentum i) q) / A.mass := by
        unfold AtomEnsemble.mean
        rw [Finset.sum_mul, Finset.sum_div, ← Finset.sum_sub_distrib]
        refine Finset.sum_congr rfl fun i _ => ?_
        rw [energyChange_eq]
        ring
    _ = A.recoilEnergy q := by rw [A.prob_sum, h0]; ring
```

## From second moments to the Doppler variance

Once the mean has been replaced by R, each deviation is the Doppler term alone. Squaring it term by term gives the second moment along q divided by M².

```lean
/-- For zero mean momentum, the variance of the energy change is the second moment of the
momentum along `q`, divided by the squared mass. -/
theorem variance_energyChange (A : AtomEnsemble ι) (h : A.Centered)
    (q : EuclideanSpace ℝ (Fin 3)) :
    A.variance (A.energyChange q)
      = A.mean (fun i => (inner ℝ (A.momentum i) q) ^ 2) / A.mass ^ 2 := by
  unfold AtomEnsemble.variance
  rw [mean_energyChange A h q]
  unfold AtomEnsemble.mean
  rw [Finset.sum_div]
  refine Finset.sum_congr rfl fun i _ => ?_
  simp only [energyChange_eq]
  ring
```

The next theorem determines s. Its step `axes` writes a squared norm as the sum of squared components, `total` exchanges the sums over momenta and axes to obtain 3s, and `hK` converts the result to kinetic energy.

```lean
/-- If the second moment along every `u` is `s ‖u‖²`, then `s = 2MK/3`. -/
theorem spread_eq (A : AtomEnsemble ι) {s : ℝ}
    (hs : ∀ u : EuclideanSpace ℝ (Fin 3),
      A.mean (fun i => (inner ℝ (A.momentum i) u) ^ 2) = s * ‖u‖ ^ 2) :
    s = 2 * A.mass * A.meanKinetic / 3 := by
  have hM := A.mass_pos.ne'
  have axes : ∀ x : EuclideanSpace ℝ (Fin 3),
      ‖x‖ ^ 2 = ∑ a, (inner ℝ x (EuclideanSpace.single a (1 : ℝ))) ^ 2 := by
    intro x
    rw [EuclideanSpace.norm_sq_eq]
    simp [EuclideanSpace.inner_single_right]
  -- add up the second moments along the three axes
  have total : ∑ i, A.prob i * ‖A.momentum i‖ ^ 2 = 3 * s := by
    calc ∑ i, A.prob i * ‖A.momentum i‖ ^ 2
        = ∑ i, ∑ a, A.prob i *
            (inner ℝ (A.momentum i) (EuclideanSpace.single a (1 : ℝ))) ^ 2 := by
          simp only [axes, Finset.mul_sum]
      _ = ∑ a, ∑ i, A.prob i *
            (inner ℝ (A.momentum i) (EuclideanSpace.single a (1 : ℝ))) ^ 2 :=
          Finset.sum_comm
      _ = ∑ _a : Fin 3, s := by
          refine Finset.sum_congr rfl fun a _ => ?_
          have hn : ‖EuclideanSpace.single a (1 : ℝ)‖ = 1 := by simp
          have ha := hs (EuclideanSpace.single a (1 : ℝ))
          rw [hn, one_pow, mul_one] at ha
          exact ha
      _ = 3 * s := by simp
  have hK : A.meanKinetic = 3 * s / (2 * A.mass) := by
    rw [← total, Finset.sum_div]
    unfold AtomEnsemble.meanKinetic AtomEnsemble.mean AtomEnsemble.kineticEnergy
    exact Finset.sum_congr rfl fun i _ => by ring
  rw [hK]
  field_simp
```

The main theorem joins the two results. After substituting the second moment along q and the value of s, only the algebra leading to (4/3)RK remains.

```lean
/-- Recoil shift and Doppler broadening: for zero mean momentum and isotropic second moments,
the energy change has mean `R` and variance `(4/3) R K`. -/
theorem recoil_shift_and_doppler_broadening (A : AtomEnsemble ι) (h : A.Centered)
    (hiso : A.Isotropic) (q : EuclideanSpace ℝ (Fin 3)) :
    A.mean (A.energyChange q) = A.recoilEnergy q ∧
      A.variance (A.energyChange q) = 4 / 3 * A.recoilEnergy q * A.meanKinetic := by
  refine ⟨mean_energyChange A h q, ?_⟩
  obtain ⟨s, hs⟩ := hiso
  have hM := A.mass_pos.ne'
  rw [variance_energyChange A h q, hs q, spread_eq A hs]
  unfold AtomEnsemble.recoilEnergy
  field_simp
  ring
```

For core-level spectroscopy, this gives the contribution of atomic motion to a line's mean position and variance, within the model of a free atom with finitely many momenta and a fixed q. It does not determine the line profile, and it leaves out lifetime broadening and the vibrations of a bound atom.

## Isotropy as the condition for the law

The equivalence keeps the assumption of zero mean momentum. In the forward direction, the proof applies the variance law with q = u, multiplies by M² using `div_eq_iff`, and reads off isotropy with s = 2MK/3. The reverse direction is the main theorem.

```lean
/-- For zero mean momentum, the variance is `(4/3) R K` for every transferred momentum exactly
when the second moments are isotropic. -/
theorem doppler_law_iff_isotropic (A : AtomEnsemble ι) (h : A.Centered) :
    (∀ q, A.variance (A.energyChange q) = 4 / 3 * A.recoilEnergy q * A.meanKinetic)
      ↔ A.Isotropic := by
  refine ⟨fun hv => ⟨2 * A.mass * A.meanKinetic / 3, fun u => ?_⟩,
    fun hiso q => (recoil_shift_and_doppler_broadening A h hiso q).2⟩
  have hM := A.mass_pos.ne'
  -- the variance for transfer `u` measures the second moment along `u`
  have e := hv u
  rw [variance_energyChange A h u, div_eq_iff (pow_ne_zero 2 hM)] at e
  refine e.trans ?_
  unfold AtomEnsemble.recoilEnergy
  field_simp
  ring
```

## Thermal energy and a six-momentum example

Let kT be the Boltzmann constant times the temperature. If the mean momentum is zero, the second moments are isotropic and K = (3/2)kT, substitution gives the variance 2R·kT. The value of K alone would not be enough: if all the momenta were perpendicular to q, the variance would be zero. In Lean, `kT` is a single real number, and the hypothesis `hT` stands for the equipartition value of the mean translational energy. The Maxwell–Boltzmann distribution itself is continuous, so it is not one of the finite ensembles treated here.

```lean
/-- If the mean kinetic energy is `(3/2) kT`, the variance of the energy change is `2 R kT`. -/
theorem thermal_doppler_variance (A : AtomEnsemble ι) (h : A.Centered) (hiso : A.Isotropic)
    (kT : ℝ) (hT : A.meanKinetic = 3 / 2 * kT) (q : EuclideanSpace ℝ (Fin 3)) :
    A.variance (A.energyChange q) = 2 * A.recoilEnergy q * kT := by
  rw [(recoil_shift_and_doppler_broadening A h hiso q).2, hT]
  ring
```

A concrete ensemble has momenta k and −k along each axis, each with probability 1/6; here k is a momentum, not the Boltzmann constant. The label consists of an axis and a Boolean that selects the sign.

```lean
/-- Six equally likely momenta, of components `k` and `-k` along each coordinate axis. -/
def octahedral (M : ℝ) (hM : 0 < M) (k : ℝ) : AtomEnsemble (Fin 3 × Bool) where
  mass := M
  mass_pos := hM
  prob := fun _ => 1 / 6
  prob_nonneg := fun _ => by norm_num
  prob_sum := by norm_num [Finset.sum_const, Finset.card_univ, Fintype.card_prod]
  momentum := fun x => (if x.2 then k else -k) • EuclideanSpace.single x.1 (1 : ℝ)
```

Opposite momenta cancel in the mean. Along u, the second moment is

(1/6) · 2k² · ‖u‖² = (k²/3)‖u‖²,

so s = k²/3. Every momentum has squared norm k², which gives K = k²/(2M). The proof evaluates these finite sums by simplification. For k ≠ 0 the six momenta single out the coordinate axes, yet their second moments are isotropic, so the variance law applies to them for every q.

```lean
/-- The six-momentum ensemble has zero mean momentum, isotropic second moments and mean kinetic
energy `k² / (2M)`. -/
theorem octahedral_witness (M : ℝ) (hM : 0 < M) (k : ℝ) :
    (octahedral M hM k).Centered ∧ (octahedral M hM k).Isotropic ∧
      (octahedral M hM k).meanKinetic = k ^ 2 / (2 * M) := by
  refine ⟨?_, ⟨k ^ 2 / 3, fun u => ?_⟩, ?_⟩
  · simp [AtomEnsemble.Centered, octahedral, Fintype.sum_prod_type]
  · rw [EuclideanSpace.norm_sq_eq]
    simp [AtomEnsemble.mean, octahedral, Fintype.sum_prod_type, Fin.sum_univ_three,
      real_inner_smul_left, EuclideanSpace.inner_single_left]
    ring
  · simp [AtomEnsemble.meanKinetic, AtomEnsemble.mean, AtomEnsemble.kineticEnergy, octahedral,
      Fintype.sum_prod_type, norm_smul]
    ring

end RecoilDoppler
```

```lean
#print axioms RecoilDoppler.recoil_shift_and_doppler_broadening
#print axioms RecoilDoppler.doppler_law_iff_isotropic
#print axioms RecoilDoppler.thermal_doppler_variance
```

```
'RecoilDoppler.recoil_shift_and_doppler_broadening' depends on axioms: [propext, Classical.choice, Quot.sound]
'RecoilDoppler.doppler_law_iff_isotropic' depends on axioms: [propext, Classical.choice, Quot.sound]
'RecoilDoppler.thermal_doppler_variance' depends on axioms: [propext, Classical.choice, Quot.sound]
```
